# Under the L-edge dichroism sum rules, the ratio of orbital to effective spin moment is independent of hole number and absorption integral

## Integrals, moments and sign conventions

In X-ray magnetic circular dichroism at the L edges of a 3d metal, the dichroism is the difference between the absorption spectra for the two circular polarisations of light travelling along the magnetisation, taken in the order for which a moment along the magnetisation comes out positive below. The opposite order reverses the signs of both moments but leaves their ratio unchanged. Let $p$ be its integral over the L3 edge and $q$ its integral over L3 and L2 together. Let $r$ be the integral over both edges of the sum of the two circularly polarised spectra, with the step-like background of transitions to the continuum removed, and $n$ the number of 3d holes. With moments in Bohr magnetons per atom, the sum rules read

$$m_{\rm orb}=-\frac{4qn}{3r},\qquad m_{\rm spin}=-\frac{(6p-4q)\,n}{r}.$$

Here $m_{\rm spin}$ is the effective spin moment, which contains the magnetic dipole term as well as the spin itself. In this form of the rules, the spectrum for linear polarisation along the magnetisation is approximated by the mean of the two circularly polarised spectra. The sum rules are assumed, not derived from the atomic transition matrix elements.

## The ratio of the moments

Cleared of denominators, the rules are

$$3r\,m_{\rm orb}=-4qn,\qquad r\,m_{\rm spin}=-2(3p-2q)\,n.$$

Let $r$, $n$ and $3p-2q$ be nonzero. The right side of the second equation is then nonzero, so $m_{\rm spin}\neq0$. Multiply the first equation by $3p-2q$ and the second by $2q$. Both right sides become $-4q(3p-2q)n$, hence

$$r\,(9p-6q)\,m_{\rm orb}=r\,2q\,m_{\rm spin},\qquad \frac{m_{\rm orb}}{m_{\rm spin}}=\frac{2q}{9p-6q}.$$

With separate edge areas $a_3$ and $a_2$, we have $p=a_3$ and $q=a_3+a_2$, so $3p-2q=a_3-2a_2$ and the ratio is $2(a_3+a_2)/\bigl(3(a_3-2a_2)\bigr)$.

Two samples with integrals $(p,q)$ and $(p',q')$ have equal ratios when $2q(9p'-6q')=2q'(9p-6q)$. The terms in $qq'$ cancel, leaving $qp'=q'p$.

A ratio taken from L-edge spectra can therefore be compared with one from an electronic-structure calculation without a value for $n$, provided that the sum rules hold and the calculated ratio is that of the orbital to the effective spin moment of the 3d shell.

## Errors that cancel and an error that does not

Suppose the analysis uses $r(1+e)$ and $n(1+\eta)$ in place of $r$ and $n$. The orbital moment $m'_{\rm orb}$ found in this way satisfies

$$3r(1+e)\,m'_{\rm orb}=-4qn(1+\eta)=(1+\eta)\,3r\,m_{\rm orb}.$$

Dividing by $3r(1+e)$ gives $m'_{\rm orb}=\frac{1+\eta}{1+e}\,m_{\rm orb}$, and the same step gives the same factor for the spin moment. This needs $r\neq0$ and $e\neq-1$. If also $\eta\neq-1$ and $m_{\rm spin}\neq0$, the ratio is unchanged.

A misplaced boundary between L3 and L2 changes $p$ at fixed $q$. By the chain rule,

$$\frac{d}{dp}\,\frac{2q}{9p-6q}=-\frac{18q}{(9p-6q)^2},$$

which is nonzero unless $q=0$. For $p=-1$, $q=-\tfrac12$, $r=6$, $n=3$, the moments are $\tfrac13$ and $2$, their ratio is $\tfrac16$, and the derivative is $\tfrac14$.

## A vanishing spin moment

If $3p=2q$ and $r\neq0$, the effective spin moment vanishes and the ratio does not exist. Take $p=-2$, $q=-3$, $r=6$, $n=3$: the orbital moment is $2$ and the effective spin moment is $0$.

The condition on $r$ behaves differently. In the ratio theorem it already follows from the other assumptions, since $r=0$ with $n\neq0$ would force $q=0$ and $3p=2q$. In the scaling theorem it is needed: for $r=n=0$ the relations hold for any moments whatever.

## The statements in Lean

`SumRules p q n r mo ms` is the pair of division-free relations between real numbers, with `mo` and `ms` for the two moments. `sumRules_iff` shows that for `r ≠ 0` it is equivalent to the quotient formulas. No signs are imposed on the integrals or on the hole number.

`moment_ratio` and `moment_ratio_edge_areas` give the ratio together with `ms ≠ 0`, for nonzero `r`, `n` and `3p - 2q`; in terms of the edge areas, the last condition is `a3 ≠ 2 * a2`. In `moments_scale` and `ratio_unchanged`, primed moments are those found with the erroneous `r` and `n`, while `p` and `q` are kept exact. In `same_ratio_iff`, primes mark a second sample.

For `ratio_hasDerivAt`, the moments are functions of the L3 integral `t` that obey the sum rules at every `t`, with `q`, `n` and `r` fixed. The derivative is taken at `t = p`, where `r`, `n` and `3p - 2q` are assumed nonzero. `sumRules_witness` records the numerical example with moments $\tfrac13$ and $2$.

```lean
import Mathlib

namespace DichroismSumRules

/-- The sum rules for L-edge magnetic circular dichroism: `p` is the dichroism integrated over L3,
`q` over both edges, `r` the sum of the two circularly polarised spectra integrated over both edges,
`n` the number of 3d holes, and `mo`, `ms` are the orbital and effective spin moments. -/
def SumRules (p q n r mo ms : ℝ) : Prop :=
  3 * r * mo = -4 * q * n ∧ r * ms = -(6 * p - 4 * q) * n

/-- For a nonzero absorption integral the sum rules are the usual quotient formulas for the
orbital and spin moments. -/
theorem sumRules_iff {p q n r mo ms : ℝ} (hr : r ≠ 0) :
    SumRules p q n r mo ms ↔
      mo = -4 * q * n / (3 * r) ∧ ms = -(6 * p - 4 * q) * n / r := by
  have h3 : 3 * r ≠ 0 := mul_ne_zero three_ne_zero hr
  unfold SumRules
  rw [eq_div_iff h3, eq_div_iff hr]
  constructor
  · rintro ⟨h1, h2⟩
    exact ⟨by linear_combination h1, by linear_combination h2⟩
  · rintro ⟨h1, h2⟩
    exact ⟨by linear_combination h1, by linear_combination h2⟩

/-- If `r`, `n` and `3p - 2q` are nonzero, the spin moment is nonzero, and the ratio of orbital to
spin moment depends on the two dichroism integrals alone. -/
theorem moment_ratio {p q n r mo ms : ℝ} (h : SumRules p q n r mo ms)
    (hr : r ≠ 0) (hn : n ≠ 0) (hpq : 3 * p - 2 * q ≠ 0) :
    ms ≠ 0 ∧ mo / ms = 2 * q / (9 * p - 6 * q) := by
  obtain ⟨h1, h2⟩ := h
  have hms : ms ≠ 0 := by
    intro h0
    rw [h0] at h2
    have hz : (3 * p - 2 * q) * n = 0 := by linear_combination (1 / 2) * h2
    exact mul_ne_zero hpq hn hz
  have hd : 9 * p - 6 * q ≠ 0 := by
    intro h0
    exact hpq (by linear_combination (1 / 3) * h0)
  refine ⟨hms, ?_⟩
  rw [div_eq_div_iff hms hd]
  -- compare both sides after multiplying by the absorption integral
  apply mul_left_cancel₀ hr
  linear_combination (3 * p - 2 * q) * h1 - 2 * q * h2

/-- The moment ratio in terms of the separate dichroism areas `a3` of the L3 edge and `a2` of
the L2 edge. -/
theorem moment_ratio_edge_areas {a3 a2 n r mo ms : ℝ}
    (h : SumRules a3 (a3 + a2) n r mo ms)
    (hr : r ≠ 0) (hn : n ≠ 0) (ha : a3 ≠ 2 * a2) :
    ms ≠ 0 ∧ mo / ms = 2 * (a3 + a2) / (3 * (a3 - 2 * a2)) := by
  have hpq : 3 * a3 - 2 * (a3 + a2) ≠ 0 := by
    intro h0
    exact ha (by linear_combination h0)
  obtain ⟨hms, hratio⟩ := moment_ratio h hr hn hpq
  refine ⟨hms, ?_⟩
  have hden : 3 * (a3 - 2 * a2) = 9 * a3 - 6 * (a3 + a2) := by ring
  rw [hratio, hden]

/-- For `r ≠ 0` and `e ≠ -1`, relative errors `e` in the absorption integral and `η` in the hole
number multiply both moments by the same factor `(1 + η) / (1 + e)`. -/
theorem moments_scale {p q n r mo ms mo' ms' e η : ℝ}
    (h : SumRules p q n r mo ms)
    (h' : SumRules p q (n * (1 + η)) (r * (1 + e)) mo' ms')
    (hr : r ≠ 0) (he : 1 + e ≠ 0) :
    mo' = (1 + η) / (1 + e) * mo ∧ ms' = (1 + η) / (1 + e) * ms := by
  obtain ⟨h1, h2⟩ := h
  obtain ⟨h1', h2'⟩ := h'
  constructor
  · rw [div_mul_eq_mul_div, eq_div_iff he]
    apply mul_left_cancel₀ hr
    linear_combination (1 / 3) * h1' - (1 + η) / 3 * h1
  · rw [div_mul_eq_mul_div, eq_div_iff he]
    apply mul_left_cancel₀ hr
    linear_combination h2' - (1 + η) * h2

/-- For nonzero `r`, `n` and `3p - 2q`, relative errors other than `-1` in the absorption integral
and in the hole number leave the ratio of orbital to spin moment unchanged, and the spin moment
found with them is nonzero. -/
theorem ratio_unchanged {p q n r mo ms mo' ms' e η : ℝ}
    (h : SumRules p q n r mo ms)
    (h' : SumRules p q (n * (1 + η)) (r * (1 + e)) mo' ms')
    (hr : r ≠ 0) (hn : n ≠ 0) (hpq : 3 * p - 2 * q ≠ 0)
    (he : 1 + e ≠ 0) (hη : 1 + η ≠ 0) :
    ms' ≠ 0 ∧ mo' / ms' = mo / ms := by
  obtain ⟨hms', hratio'⟩ :=
    moment_ratio h' (mul_ne_zero hr he) (mul_ne_zero hn hη) hpq
  exact ⟨hms', hratio'.trans (moment_ratio h hr hn hpq).2.symm⟩

/-- Two samples, each with nonzero hole number, absorption integral and `3p - 2q`, have the same
moment ratio exactly when their dichroism integrals `p` and `q` are in the same proportion. -/
theorem same_ratio_iff {p q n r mo ms p' q' n' r' mo' ms' : ℝ}
    (h : SumRules p q n r mo ms) (h' : SumRules p' q' n' r' mo' ms')
    (hr : r ≠ 0) (hn : n ≠ 0) (hpq : 3 * p - 2 * q ≠ 0)
    (hr' : r' ≠ 0) (hn' : n' ≠ 0) (hpq' : 3 * p' - 2 * q' ≠ 0) :
    mo / ms = mo' / ms' ↔ q * p' = q' * p := by
  have hd : 9 * p - 6 * q ≠ 0 := by
    intro h0
    exact hpq (by linear_combination (1 / 3) * h0)
  have hd' : 9 * p' - 6 * q' ≠ 0 := by
    intro h0
    exact hpq' (by linear_combination (1 / 3) * h0)
  rw [(moment_ratio h hr hn hpq).2, (moment_ratio h' hr' hn' hpq').2,
    div_eq_div_iff hd hd']
  constructor
  · intro hc
    linear_combination (1 / 18) * hc
  · intro hc
    linear_combination 18 * hc

/-- The derivative of the moment ratio with respect to the L3 dichroism integral, at fixed total
dichroism, absorption integral and hole number. -/
theorem ratio_hasDerivAt {p q n r : ℝ} {mo ms : ℝ → ℝ}
    (h : ∀ t, SumRules t q n r (mo t) (ms t))
    (hr : r ≠ 0) (hn : n ≠ 0) (hpq : 3 * p - 2 * q ≠ 0) :
    HasDerivAt (fun t => mo t / ms t) (-18 * q / (9 * p - 6 * q) ^ 2) p := by
  have hd : 9 * p - 6 * q ≠ 0 := by
    intro h0
    exact hpq (by linear_combination (1 / 3) * h0)
  -- the ratio as an explicit function of the L3 integral
  have hf : (fun t => mo t / ms t) = fun t => 2 * q / (9 * t - 6 * q) := by
    funext t
    by_cases ht : 3 * t - 2 * q = 0
    · have h2 := (h t).2
      have hm : ms t = 0 := by
        apply mul_left_cancel₀ hr
        linear_combination h2 - 2 * n * ht
      have hz : 9 * t - 6 * q = 0 := by linear_combination 3 * ht
      rw [hm, hz, div_zero, div_zero]
    · exact (moment_ratio (h t) hr hn ht).2
  rw [hf]
  have hl : HasDerivAt (fun t : ℝ => 9 * t - 6 * q) 9 p :=
    (((hasDerivAt_id' p).const_mul (9 : ℝ)).sub_const (6 * q)).congr_deriv (by norm_num)
  exact ((hasDerivAt_const p (2 * q)).fun_div hl hd).congr_deriv (by ring)

/-- The integrals `p = -1`, `q = -1/2`, `r = 6` with three holes satisfy the sum rules with
orbital moment `1/3` and spin moment `2`, and `3p - 2q` is nonzero. -/
theorem sumRules_witness :
    SumRules (-1) (-1 / 2) 3 6 (1 / 3) 2 ∧ (3 * (-1) - 2 * (-1 / 2) : ℝ) ≠ 0 := by
  unfold SumRules
  norm_num

end DichroismSumRules
```

```lean
#print axioms DichroismSumRules.sumRules_iff
#print axioms DichroismSumRules.moment_ratio_edge_areas
#print axioms DichroismSumRules.same_ratio_iff
#print axioms DichroismSumRules.ratio_hasDerivAt
```

```
'DichroismSumRules.sumRules_iff' depends on axioms: [propext, Classical.choice, Quot.sound]
'DichroismSumRules.moment_ratio_edge_areas' depends on axioms: [propext, Classical.choice, Quot.sound]
'DichroismSumRules.same_ratio_iff' depends on axioms: [propext, Classical.choice, Quot.sound]
'DichroismSumRules.ratio_hasDerivAt' depends on axioms: [propext, Classical.choice, Quot.sound]
```

## How the proofs follow the algebra

In `moment_ratio`, the spin moment is first shown to be nonzero by contradiction: `ms = 0` would give $(3p-2q)n=0$. Then `div_eq_div_iff` cross-multiplies the claimed equality, and `mul_left_cancel₀ hr` restores the common factor $r$ on both sides. The final `linear_combination` uses the multipliers $3p-2q$ and $2q$ of the derivation above. The edge-area version substitutes $q=a_3+a_2$ into this result.

`moments_scale` treats each moment in the same manner, subtracting $(1+\eta)$ times the original rule from the rule with errors. `ratio_unchanged` applies `moment_ratio` to both sets of data and compares the results. `same_ratio_iff` cross-multiplies the two ratios, and the factor 18 in its last steps is what remains after the $qq'$ terms cancel.

For the derivative, `hf` identifies the ratio of the moments with $2q/(9t-6q)$ as a function of $t$. At the pole $3t=2q$ both expressions have denominator zero, and Lean assigns both the value 0, so the identity holds for every $t$. The quotient rule `fun_div` is then applied at $p$, where the denominator is nonzero, with derivative 9 for the denominator and 0 for the numerator.
